# At fixed bare strength, a resummed three-dimensional contact coupling vanishes as the momentum cutoff grows

Consider a pair in three dimensions at a fixed energy below the continuum. With $g$ the bare coupling and $I$ the loop integral up to the cutoff, the effective coupling is defined here by the closed form $T=g/(1+gI)$, not by the series $g-g^2I+g^3I^2-\dots$ of repeated contact scatterings. The two agree when $|gI|<1$, but for $g\ne0$ a growing cutoff takes $|gI|$ out of that range. For attraction the denominator can vanish, and since Lean sets division by zero to $0$, the critical cutoff is described by the equation $1+gI=0$ and not by a value of $T$.

```lean
import Mathlib

open Filter Topology

namespace ContactCutoff

noncomputable section
```

## The loop and the coupling

Let $g$ be the bare coupling, with constant prefactors absorbed, and let $L$ be a sharp momentum cutoff. In units with $\hbar=2m=1$, where $m$ is the reduced mass, a pair at energy $-k^2$ has the propagator weight $1/(q^2+k^2)$ up to sign, and the three-dimensional momentum measure supplies $q^2$. The condition $k>0$ places the energy below the continuum, where the integrand has no pole. The loop is

$$I(L)=\int_0^L \frac{q^2}{q^2+k^2}\,dq .$$

In Lean it is `loopIntegral k L`, an actual interval integral over real $q$.

```lean
/-- The loop integral of `q² / (q² + k²)` over momenta from `0` to the cutoff `L`,
for `k ≠ 0`. -/
def loopIntegral (k L : ℝ) : ℝ := ∫ q in (0 : ℝ)..L, q ^ 2 / (q ^ 2 + k ^ 2)
```

The resummed coupling $T(L)=g/(1+g\,I(L))$ is `effectiveCoupling g k L`. The model has one fixed $k$ and one scalar loop.

```lean
/-- The resummed contact coupling `g / (1 + g I(L))` at bare coupling `g` and cutoff `L`,
for `k ≠ 0` and `1 + g I(L) ≠ 0`. -/
def effectiveCoupling (g k L : ℝ) : ℝ := g / (1 + g * loopIntegral k L)
```

## Evaluating the loop

Differentiating $x-k\arctan(x/k)$ at $q$ gives

$$1-\frac{k\cdot(1/k)}{1+q^2/k^2}=1-\frac{k^2}{q^2+k^2}=\frac{q^2}{q^2+k^2}.$$

The proof applies the chain rule for the arctangent; `e` and `e2` then simplify the fraction as above.

```lean
/-- For `k > 0` the function `x - k arctan (x / k)` is an antiderivative of the loop
integrand. -/
theorem antiderivative {k : ℝ} (hk : 0 < k) (q : ℝ) :
    HasDerivAt (fun x : ℝ => x - k * Real.arctan (x / k)) (q ^ 2 / (q ^ 2 + k ^ 2)) q := by
  have hk2 : k ^ 2 ≠ 0 := by positivity
  have hd : q ^ 2 + k ^ 2 ≠ 0 := by positivity
  have h1 : HasDerivAt (fun x : ℝ => x / k) (1 / k) q := (hasDerivAt_id' q).div_const k
  have h2 := (hasDerivAt_id' q).fun_sub (h1.arctan.const_mul k)
  refine h2.congr_deriv ?_
  have e : 1 + (q / k) ^ 2 = (q ^ 2 + k ^ 2) / k ^ 2 := by
    rw [eq_div_iff hk2, div_pow, add_mul, div_mul_cancel₀ _ hk2]
    ring
  have e2 : k * (1 / ((q ^ 2 + k ^ 2) / k ^ 2) * (1 / k)) = k ^ 2 / (q ^ 2 + k ^ 2) := by
    field_simp
  rw [e, e2, eq_div_iff hd, sub_mul, div_mul_cancel₀ _ hd]
  ring
```

The integrand is continuous, so the fundamental theorem of calculus applies. Since $\arctan 0=0$, the lower limit contributes nothing, and

$$I(L)=L-k\arctan(L/k).$$

```lean
/-- For `k > 0` the loop integral is the cutoff minus an arctangent:
`I(L) = L - k arctan (L / k)`. -/
theorem loopIntegral_eq {k : ℝ} (hk : 0 < k) (L : ℝ) :
    loopIntegral k L = L - k * Real.arctan (L / k) := by
  have hc : Continuous (fun q : ℝ => q ^ 2 / (q ^ 2 + k ^ 2)) :=
    Continuous.div (by fun_prop) (by fun_prop) (fun q => by positivity)
  have h := intervalIntegral.integral_eq_sub_of_hasDerivAt
    (fun q _ => antiderivative hk q) (hc.intervalIntegrable 0 L)
  unfold loopIntegral
  rw [h]
  simp
```

Hence $I'(L)=L^2/(L^2+k^2)$. Lean replaces the integral by its closed form and uses the derivative already found.

```lean
/-- For `k > 0` the derivative of the loop integral with respect to the cutoff is the
integrand at the cutoff. -/
theorem loopIntegral_hasDerivAt {k : ℝ} (hk : 0 < k) (L : ℝ) :
    HasDerivAt (loopIntegral k) (L ^ 2 / (L ^ 2 + k ^ 2)) L := by
  have h : loopIntegral k = fun x : ℝ => x - k * Real.arctan (x / k) :=
    funext (loopIntegral_eq hk)
  rw [h]
  exact antiderivative hk L
```

This derivative is positive for every $L>0$. It vanishes at $L=0$, but that is only the endpoint of the half-line, so $I$ is still strictly increasing on $L\ge 0$. The lemma `strictMonoOn_of_deriv_pos` asks for positivity in the interior alone.

```lean
/-- For `k > 0` the loop integral grows strictly with the cutoff on `L ≥ 0`. -/
theorem loopIntegral_strictMonoOn {k : ℝ} (hk : 0 < k) :
    StrictMonoOn (loopIntegral k) (Set.Ici 0) := by
  refine strictMonoOn_of_deriv_pos (convex_Ici 0)
    (fun x _ => (loopIntegral_hasDerivAt hk x).continuousAt.continuousWithinAt) ?_
  intro x hx
  rw [interior_Ici] at hx
  have hx' : 0 < x := hx
  rw [(loopIntegral_hasDerivAt hk x).deriv]
  positivity
```

For $L>0$ we have $0<\arctan(L/k)<\pi/2$. Multiplying by $k$ and subtracting from $L$ gives

$$L-\frac{\pi k}{2}<I(L)<L .$$

```lean
/-- For `k > 0` and a cutoff `L > 0` the loop integral lies below `L` by less than
`π k / 2`. -/
theorem loopIntegral_bounds {k L : ℝ} (hk : 0 < k) (hL : 0 < L) :
    L - Real.pi / 2 * k < loopIntegral k L ∧ loopIntegral k L < L := by
  have h1 := Real.arctan_lt_pi_div_two (L / k)
  have h2 := Real.arctan_strictMono (div_pos hL hk)
  rw [Real.arctan_zero] at h2
  rw [loopIntegral_eq hk]
  constructor
  · nlinarith [mul_pos hk (sub_pos.2 h1)]
  · linarith [mul_pos hk h2]
```

## The limit for either sign

Dividing these bounds by $L>0$ gives

$$1-\frac{\pi k}{2L}<\frac{I(L)}{L}<1,$$

so $I(L)/L\to1$. For $g\ne0$,

$$L\,T(L)=\frac{g}{1/L+g\,I(L)/L}\longrightarrow\frac{g}{g}=1 .$$

In the proof, `hI` is the squeeze, `den` the limit of the denominator and `quot` the limit of the quotient. The leading behaviour $1/L$ thus depends on neither the size nor the sign of $g$. At $g=0$ the product is identically zero, which is why that value is excluded.

```lean
/-- For `k > 0` and any fixed nonzero bare coupling, repulsive or attractive, the effective
coupling times the cutoff tends to `1` as the cutoff goes to infinity. -/
theorem cutoff_mul_effectiveCoupling_tendsto {g k : ℝ} (hk : 0 < k) (hg : g ≠ 0) :
    Tendsto (fun L => L * effectiveCoupling g k L) atTop (𝓝 1) := by
  -- The loop integral diverges linearly with unit slope.
  have hI : Tendsto (fun L => loopIntegral k L / L) atTop (𝓝 1) := by
    have a : Tendsto (fun L : ℝ => (Real.pi / 2 * k) / L) atTop (𝓝 0) :=
      tendsto_const_nhds.div_atTop tendsto_id
    have b := a.const_sub 1
    rw [sub_zero] at b
    refine tendsto_of_tendsto_of_tendsto_of_le_of_le' b tendsto_const_nhds ?_ ?_
    · filter_upwards [eventually_gt_atTop (0 : ℝ)] with L hL
      rw [le_div_iff₀ hL, sub_mul, div_mul_cancel₀ _ hL.ne', one_mul]
      exact (loopIntegral_bounds hk hL).1.le
    · filter_upwards [eventually_gt_atTop (0 : ℝ)] with L hL
      rw [div_le_iff₀ hL, one_mul]
      exact (loopIntegral_bounds hk hL).2.le
  -- Divide numerator and denominator by the cutoff.
  have hinv : Tendsto (fun L : ℝ => L⁻¹) atTop (𝓝 0) := tendsto_inv_atTop_zero
  have den := hinv.add (hI.const_mul g)
  rw [zero_add, mul_one] at den
  have quot := (tendsto_const_nhds (x := g)).div den hg
  rw [div_self hg] at quot
  refine quot.congr (fun L => ?_)
  show g / (L⁻¹ + g * (loopIntegral k L / L)) = L * (g / (1 + g * loopIntegral k L))
  have e : L⁻¹ + g * (loopIntegral k L / L) = (1 + g * loopIntegral k L) / L := by ring
  rw [e, div_div_eq_mul_div]
  ring
```

One more division by $L$ gives $T(L)=\big(L\,T(L)\big)/L\to0$. The case $g=0$ is immediate, so this statement holds for every real $g$. For simulations with a repulsive contact interaction, it means that enlarging the momentum basis at fixed bare coupling removes the effective interaction, within this single-loop model at fixed $k$. For attraction the limit does not mean that the pair becomes free: at fixed $g<0$ its bound state moves to ever lower energy as the cutoff grows.

```lean
/-- For `k > 0` and any fixed bare coupling the effective contact coupling vanishes as the
cutoff goes to infinity. -/
theorem effectiveCoupling_tendsto_zero (g : ℝ) {k : ℝ} (hk : 0 < k) :
    Tendsto (effectiveCoupling g k) atTop (𝓝 0) := by
  rcases eq_or_ne g 0 with rfl | hg
  · have h : effectiveCoupling 0 k = fun _ => (0 : ℝ) := by
      funext L
      simp [effectiveCoupling]
    rw [h]
    exact tendsto_const_nhds
  · have h := (cutoff_mul_effectiveCoupling_tendsto hk hg).div_atTop tendsto_id
    refine h.congr' ?_
    filter_upwards [eventually_gt_atTop (0 : ℝ)] with L hL
    exact mul_div_cancel_left₀ _ hL.ne'
```

## Repulsion at finite cutoff

Let $g>0$ and $L>0$. Since $I(0)=0$ and $I$ increases strictly, $I(L)>0$. The denominator therefore exceeds $1$, and $0<T(L)<g$: the coupling is weakened but keeps its sign.

```lean
/-- For `k > 0` and a cutoff `L > 0` a repulsive contact coupling stays repulsive and is
weakened by the resummation. -/
theorem repulsive_screened {g k L : ℝ} (hk : 0 < k) (hg : 0 < g) (hL : 0 < L) :
    0 < effectiveCoupling g k L ∧ effectiveCoupling g k L < g := by
  have h0 : loopIntegral k 0 = 0 := by simp [loopIntegral]
  have hI := loopIntegral_strictMonoOn hk (Set.mem_Ici.2 le_rfl) (Set.mem_Ici.2 hL.le) hL
  rw [h0] at hI
  have hD : 0 < 1 + g * loopIntegral k L := by positivity
  refine ⟨div_pos hg hD, ?_⟩
  unfold effectiveCoupling
  rw [div_lt_iff₀ hD]
  nlinarith [mul_pos hg (mul_pos hg hI)]
```

## Attraction and its critical cutoff

Let $g<0$. The denominator vanishes exactly when $I(L)=-1/g=1/|g|$. At $L=0$ the loop is zero, below this value. At $B=1/|g|+\pi k/2$ the lower bound gives $I(B)>1/|g|$. The intermediate value theorem supplies a cutoff $c$ with $I(c)=1/|g|$, and $c\neq0$ because $I(0)=0$. Strict growth excludes a second one. Lean states existence and uniqueness together as `∃!`, and writes $1/|g|$ as `-g⁻¹`.

```lean
/-- For `k > 0` and an attractive bare coupling `g < 0` the denominator `1 + g I(L)` vanishes
at exactly one positive cutoff. -/
theorem attractive_existsUnique_critical {g k : ℝ} (hk : 0 < k) (hg : g < 0) :
    ∃! L : ℝ, 0 < L ∧ 1 + g * loopIntegral k L = 0 := by
  have h0 : loopIntegral k 0 = 0 := by simp [loopIntegral]
  have hc : 0 < -g⁻¹ := neg_pos.2 (inv_lt_zero.2 hg)
  have hgg : g * g⁻¹ = 1 := mul_inv_cancel₀ hg.ne
  have hB : 0 < -g⁻¹ + Real.pi / 2 * k := by
    have := Real.pi_pos
    positivity
  -- The loop integral passes through the value -1/g.
  have hmem : -g⁻¹ ∈ Set.Icc (loopIntegral k 0)
      (loopIntegral k (-g⁻¹ + Real.pi / 2 * k)) := by
    constructor
    · rw [h0]
      exact hc.le
    · linarith [(loopIntegral_bounds hk hB).1]
  obtain ⟨c, hcI, hcv⟩ := intermediate_value_Icc hB.le
    (fun x _ => (loopIntegral_hasDerivAt hk x).continuousAt.continuousWithinAt) hmem
  have hcpos : 0 < c := by
    refine lt_of_le_of_ne hcI.1 ?_
    rintro rfl
    linarith
  refine ⟨c, ⟨hcpos, ?_⟩, ?_⟩
  · rw [hcv]
    linarith
  · -- Strict growth of the loop integral excludes a second zero.
    rintro y ⟨hy, hyz⟩
    refine (loopIntegral_strictMonoOn hk).injOn (Set.mem_Ici.2 hy.le)
      (Set.mem_Ici.2 hcpos.le) ?_
    apply mul_left_cancel₀ hg.ne
    rw [hcv]
    linarith
```

Now take any such zero $c>0$ as given. Putting $I(c)=1/|g|$ into the bounds on the loop yields

$$\frac1{|g|}<c<\frac1{|g|}+\frac{\pi k}{2}.$$

For $0\le L<c$ we have $I(L)<1/|g|$, so $1+g\,I(L)>0$ and $T(L)<0$. For $L>c$ both inequalities for the loop and the denominator reverse, and $T(L)>0$. The docstring calls this repulsive, which refers to the sign of $T$ alone; the bare interaction stays attractive. Physically, the zero at $c$ marks a two-body bound state at energy $-k^2$; the theorem itself concerns only the location of the zero and the signs on either side.

```lean
/-- Let `k > 0`, `g < 0`, and let the denominator vanish at the cutoff `c > 0`. Then `c` lies
between `1/|g|` and `1/|g| + π k / 2`, and the effective coupling is attractive for cutoffs
`0 ≤ L < c` and repulsive for `L > c`. -/
theorem attractive_critical_location_and_sign {g k c : ℝ} (hk : 0 < k) (hg : g < 0)
    (hc : 0 < c) (hz : 1 + g * loopIntegral k c = 0) :
    (1 / |g| < c ∧ c < 1 / |g| + Real.pi / 2 * k) ∧
      (∀ L, 0 ≤ L → L < c → effectiveCoupling g k L < 0) ∧
      (∀ L, c < L → 0 < effectiveCoupling g k L) := by
  have hI : loopIntegral k c = 1 / |g| := by
    rw [abs_of_neg hg, eq_div_iff (neg_ne_zero.2 hg.ne)]
    linarith
  have hb := loopIntegral_bounds hk hc
  rw [hI] at hb
  refine ⟨⟨hb.2, by linarith [hb.1]⟩, ?_, ?_⟩
  · intro L hL hLc
    have h := loopIntegral_strictMonoOn hk (Set.mem_Ici.2 hL) (Set.mem_Ici.2 hc.le) hLc
    have hD : 0 < 1 + g * loopIntegral k L := by
      nlinarith [mul_pos (neg_pos.2 hg) (sub_pos.2 h)]
    exact div_neg_of_neg_of_pos hg hD
  · intro L hcL
    have h := loopIntegral_strictMonoOn hk (Set.mem_Ici.2 hc.le)
      (Set.mem_Ici.2 (hc.trans hcL).le) hcL
    have hD : 1 + g * loopIntegral k L < 0 := by
      nlinarith [mul_pos (neg_pos.2 hg) (sub_pos.2 h)]
    exact div_pos_of_neg_of_neg hg hD

end

end ContactCutoff
```

```lean
#print axioms ContactCutoff.effectiveCoupling_tendsto_zero
-- 'ContactCutoff.effectiveCoupling_tendsto_zero' depends on axioms: [propext, Classical.choice, Quot.sound]
#print axioms ContactCutoff.repulsive_screened
-- 'ContactCutoff.repulsive_screened' depends on axioms: [propext, Classical.choice, Quot.sound]
#print axioms ContactCutoff.attractive_existsUnique_critical
-- 'ContactCutoff.attractive_existsUnique_critical' depends on axioms: [propext, Classical.choice, Quot.sound]
#print axioms ContactCutoff.attractive_critical_location_and_sign
-- 'ContactCutoff.attractive_critical_location_and_sign' depends on axioms: [propext, Classical.choice, Quot.sound]
```
